# Piezoelectric tensors vanish in class 432 and have one independent component in class $\bar43m$

To compute the linear piezoelectric response of an ideal zinc-blende crystal (class $\bar43m$) with axes along the cube edges, it is enough to apply one shear stress, say in the $yz$ plane, and record the change in polarization at zero electric field along the axis normal to that plane, here $x$; for a crystal of class 432 the whole tensor can be set to zero at the start. Each shortcut follows from invariance under two symmetry operations of the class; for 432 the symmetry of the tensor in its two stress indices is needed as well.

```lean
import Mathlib

open Matrix

namespace CubicPiezoelectricity

noncomputable section

/-- A third-rank tensor on three-dimensional space, given by its Cartesian components. -/
abbrev Tensor3 := Fin 3 → Fin 3 → Fin 3 → ℝ

/-- The transformation law of a third-rank tensor under a matrix `R`. -/
def transform (R : Matrix (Fin 3) (Fin 3) ℝ) (d : Tensor3) : Tensor3 :=
  fun i j k => ∑ a, ∑ b, ∑ c, R i a * R j b * R k c * d a b c

/-- The rotation by 90 degrees about the x axis. -/
def rotX : Matrix (Fin 3) (Fin 3) ℝ := !![1, 0, 0; 0, 0, -1; 0, 1, 0]

/-- The rotation by 90 degrees about the z axis. -/
def rotZ : Matrix (Fin 3) (Fin 3) ℝ := !![0, -1, 0; 1, 0, 0; 0, 0, 1]

/-- The Levi-Civita tensor. -/
def leviCivita : Tensor3 :=
  ![![![0, 0, 0], ![0, 0, 1], ![0, -1, 0]],
    ![![0, 0, -1], ![0, 0, 0], ![1, 0, 0]],
    ![![0, 1, 0], ![-1, 0, 0], ![0, 0, 0]]]

/-- The tensor whose components are the absolute values of the Levi-Civita components. -/
def absLeviCivita : Tensor3 := fun i j k => |leviCivita i j k|

/-- The polarization produced by a stress `S` through the piezoelectric tensor `d`. -/
def polarization (d : Tensor3) (S : Matrix (Fin 3) (Fin 3) ℝ) : Fin 3 → ℝ :=
  fun i => ∑ j, ∑ k, d i j k * S j k

/-- If `R` permutes the axes by `p` with factors `s`, each transformed component is
a single old component times three factors. -/
theorem transform_signedPerm {R : Matrix (Fin 3) (Fin 3) ℝ} {p : Fin 3 → Fin 3}
    {s : Fin 3 → ℝ} (hR : ∀ i a, R i a = if a = p i then s i else 0)
    (d : Tensor3) (i j k : Fin 3) :
    transform R d i j k = s i * s j * s k * d (p i) (p j) (p k) := by
  unfold transform
  rw [Finset.sum_eq_single (p i), Finset.sum_eq_single (p j), Finset.sum_eq_single (p k)]
  all_goals simp +contextual [hR]

/-- Replacing a matrix by its negative reverses the sign of the transformed tensor. -/
theorem transform_neg (R : Matrix (Fin 3) (Fin 3) ℝ) (d : Tensor3) :
    transform (-R) d = -transform R d := by
  funext i j k
  simp [transform]

/-- The rotation about x exchanges the y and z axes, up to sign. -/
theorem rotX_apply (i a : Fin 3) :
    rotX i a = if a = (![0, 2, 1] : Fin 3 → Fin 3) i
      then (![1, -1, 1] : Fin 3 → ℝ) i else 0 := by
  fin_cases i <;> fin_cases a <;> simp [rotX]

/-- The rotation about z exchanges the x and y axes, up to sign. -/
theorem rotZ_apply (i a : Fin 3) :
    rotZ i a = if a = (![1, 0, 2] : Fin 3 → Fin 3) i
      then (![-1, 1, 1] : Fin 3 → ℝ) i else 0 := by
  fin_cases i <;> fin_cases a <;> simp [rotZ]

/-- If a signed exchange of axes multiplies `d` by a sign `σ`, then applying it twice
leaves every component of `d` unchanged. -/
theorem component_twice {R : Matrix (Fin 3) (Fin 3) ℝ} {p : Fin 3 → Fin 3}
    {s : Fin 3 → ℝ} (hR : ∀ i a, R i a = if a = p i then s i else 0)
    (hp : ∀ i, p (p i) = i) {σ : ℝ} (hσ : σ * σ = 1) {d : Tensor3}
    (h : transform R d = σ • d) (i j k : Fin 3) :
    d i j k = (s i * s (p i)) * (s j * s (p j)) * (s k * s (p k)) * d i j k := by
  have rel : ∀ i j k, s i * s j * s k * d (p i) (p j) (p k) = σ * d i j k :=
    fun i j k => (transform_signedPerm hR d i j k).symm.trans
      (congrFun (congrFun (congrFun h i) j) k)
  have a := rel i j k
  have b := rel (p i) (p j) (p k)
  simp only [hp] at b
  linear_combination (-d i j k) * hσ - σ * a - (s i * s j * s k) * b

/-- If both 90 degree rotations multiply `d` by the same sign `σ`, components with a
repeated index vanish and the other six are linked by factors `-σ`. -/
theorem cubic_components {σ : ℝ} (hσ : σ * σ = 1) {d : Tensor3}
    (hx : transform rotX d = σ • d) (hz : transform rotZ d = σ • d) :
    (∀ i j k, (i = j ∨ j = k ∨ i = k) → d i j k = 0) ∧
    d 0 2 1 = -σ * d 0 1 2 ∧ d 1 0 2 = -σ * d 0 1 2 ∧ d 1 2 0 = -σ * d 0 2 1 ∧
    d 2 0 1 = -σ * d 1 0 2 ∧ d 2 1 0 = -σ * d 1 2 0 := by
  have X := fun i j k => (transform_signedPerm rotX_apply d i j k).symm.trans
    (congrFun (congrFun (congrFun hx i) j) k)
  have Z := fun i j k => (transform_signedPerm rotZ_apply d i j k).symm.trans
    (congrFun (congrFun (congrFun hz i) j) k)
  have flip : ∀ u v : ℝ, -u = σ * v → v = -σ * u := by
    intro u v h
    linear_combination (-v) * hσ - σ * h
  refine ⟨?_, flip _ _ (by simpa using X 0 2 1), flip _ _ (by simpa using Z 1 0 2),
    flip _ _ (by simpa using Z 1 2 0), flip _ _ (by simpa using X 2 0 1),
    flip _ _ (by simpa using X 2 1 0)⟩
  -- the twofold axes remove all components with a repeated index
  intro i j k hijk
  have a := component_twice rotX_apply (by decide) hσ hx i j k
  have b := component_twice rotZ_apply (by decide) hσ hz i j k
  fin_cases i <;> fin_cases j <;> fin_cases k <;> simp at hijk a b ⊢ <;> linarith

/-- Class 432: a third-rank tensor is invariant under the 90 degree rotations about x and z
exactly when it is a multiple of the Levi-Civita tensor. -/
theorem invariant_432_iff (d : Tensor3) :
    (transform rotX d = d ∧ transform rotZ d = d) ↔ ∃ c : ℝ, d = c • leviCivita := by
  constructor
  · rintro ⟨hx, hz⟩
    obtain ⟨h0, h1, h2, h3, h4, h5⟩ := cubic_components (σ := 1) (d := d) (by norm_num)
      (by rw [one_smul]; exact hx) (by rw [one_smul]; exact hz)
    refine ⟨d 0 1 2, ?_⟩
    funext i j k
    fin_cases i <;> fin_cases j <;> fin_cases k <;> simp [leviCivita, h0] <;> linarith
  · rintro ⟨c, rfl⟩
    constructor <;> funext i j k <;>
      simp only [transform_signedPerm rotX_apply, transform_signedPerm rotZ_apply] <;>
      fin_cases i <;> fin_cases j <;> fin_cases k <;> simp [leviCivita]

/-- Class 432: a piezoelectric tensor, symmetric in its last two indices and invariant under
the 90 degree rotations about x and z, vanishes. -/
theorem piezoelectric_432_eq_zero (d : Tensor3) (hsym : ∀ i j k, d i j k = d i k j)
    (hx : transform rotX d = d) (hz : transform rotZ d = d) : d = 0 := by
  obtain ⟨c, rfl⟩ := (invariant_432_iff d).mp ⟨hx, hz⟩
  have hc : c = 0 := by
    have h := hsym 0 1 2
    simp [leviCivita] at h
    linarith
  rw [hc, zero_smul]

/-- Class -43m: a third-rank tensor is invariant under the negatives of the 90 degree rotations
about x and z exactly when it is a multiple of the absolute Levi-Civita tensor. -/
theorem invariant_43m_iff (d : Tensor3) :
    (transform (-rotX) d = d ∧ transform (-rotZ) d = d) ↔
      ∃ c : ℝ, d = c • absLeviCivita := by
  constructor
  · rintro ⟨hx, hz⟩
    rw [transform_neg] at hx hz
    -- the proper rotations now reverse the sign of the tensor
    obtain ⟨h0, h1, h2, h3, h4, h5⟩ := cubic_components (σ := -1) (d := d) (by norm_num)
      (by rw [neg_smul, one_smul]; exact neg_eq_iff_eq_neg.mp hx)
      (by rw [neg_smul, one_smul]; exact neg_eq_iff_eq_neg.mp hz)
    refine ⟨d 0 1 2, ?_⟩
    funext i j k
    fin_cases i <;> fin_cases j <;> fin_cases k <;>
      simp [absLeviCivita, leviCivita, h0] <;> linarith
  · rintro ⟨c, rfl⟩
    constructor <;> funext i j k <;>
      simp only [transform_neg, Pi.neg_apply, transform_signedPerm rotX_apply,
        transform_signedPerm rotZ_apply] <;>
      fin_cases i <;> fin_cases j <;> fin_cases k <;> simp [absLeviCivita, leviCivita]

/-- In class -43m a symmetric stress produces a polarization whose component along each axis
is twice `d 0 1 2` times the shear stress in the plane of the other two axes. -/
theorem polarization_43m (d : Tensor3) (S : Matrix (Fin 3) (Fin 3) ℝ) (hS : S.IsSymm)
    (hx : transform (-rotX) d = d) (hz : transform (-rotZ) d = d) :
    polarization d S =
      ![2 * d 0 1 2 * S 1 2, 2 * d 0 1 2 * S 0 2, 2 * d 0 1 2 * S 0 1] := by
  obtain ⟨c, rfl⟩ := (invariant_43m_iff d).mp ⟨hx, hz⟩
  have h1 : S 2 1 = S 1 2 := hS.apply 1 2
  have h2 : S 2 0 = S 0 2 := hS.apply 0 2
  have h3 : S 1 0 = S 0 1 := hS.apply 0 1
  funext i
  fin_cases i <;>
    simp [polarization, absLeviCivita, leviCivita, Fin.sum_univ_three, h1, h2, h3] <;> ring

end

end CubicPiezoelectricity
```

```lean
#print axioms CubicPiezoelectricity.piezoelectric_432_eq_zero
-- 'CubicPiezoelectricity.piezoelectric_432_eq_zero' depends on axioms: [propext, Classical.choice, Quot.sound]
#print axioms CubicPiezoelectricity.polarization_43m
-- 'CubicPiezoelectricity.polarization_43m' depends on axioms: [propext, Classical.choice, Quot.sound]
```

## The tensor and its two symmetry classes

The piezoelectric tensor $d_{ijk}$ gives the polarization $P_i=\sum_{jk}d_{ijk}S_{jk}$ produced by a stress $S_{jk}$ at zero electric field. In Lean it is a `Tensor3`, a real array whose indices 0, 1, 2 stand for $x$, $y$, $z$, and the sum is `polarization`. A matrix $R$ acts on the tensor by

$$(R\cdot d)_{ijk}=\sum_{abc}R_{ia}R_{jb}R_{kc}\,d_{abc},$$

which is `transform R d`. The matrices `rotX` and `rotZ` are the 90 degree rotations about $x$ and $z$. They generate class 432, and their negatives, which are rotations combined with inversion, generate class $\bar43m$; this piece of group theory enters the file only through the names of the classes.

The theorems say the following.

- `invariant_432_iff`: $d$ is invariant under both rotations exactly when $d=c\,\varepsilon$ for some real $c$, where $\varepsilon$ is the Levi-Civita tensor.
- `piezoelectric_432_eq_zero`: if also $d_{ijk}=d_{ikj}$, then $d=0$.
- `invariant_43m_iff`: $d$ is invariant under both negated rotations exactly when $d_{ijk}=c\,|\varepsilon_{ijk}|$ for some real $c$.
- `polarization_43m`: in that case a symmetric stress gives $P=2d_{012}\,(S_{12},S_{02},S_{01})$.

Two hypotheses carry the physics. Invariance of $d$ expresses the principle that a macroscopic property of a crystal has at least the symmetry of its point group. The symmetry in $jk$ reflects the symmetry of the stress: an antisymmetric part of $d$ in these indices would contribute nothing to the polarization. It is assumed only for class 432, since for $\bar43m$ it follows from the invariance.

The components are full tensor components, not the contracted coefficients of matrix notation, so the factor 2 from $S_{jk}$ and $S_{kj}$ appears explicitly. Symmetry does not determine the value of $d_{012}$, which may be zero. The model is linear and takes the crystal axes along the coordinate axes.

## Each rotation turns the triple sum into one term

Each row of the two rotation matrices has a single nonzero entry, so $R_{ia}=s_i$ if $a=p(i)$ and $R_{ia}=0$ otherwise. Here $p$ exchanges two axes and the $s_i$ are signs:

- for `rotX`, $p=(0,2,1)$ and $s=(1,-1,1)$;
- for `rotZ`, $p=(1,0,2)$ and $s=(-1,1,1)$.

The lemmas `rotX_apply` and `rotZ_apply` check this entry by entry. Only $a=p(i)$, $b=p(j)$, $c=p(k)$ survive in the transformation law, hence

$$(R\cdot d)_{ijk}=s_is_js_k\,d_{p(i)p(j)p(k)}.$$

This is `transform_signedPerm`, whose proof applies `Finset.sum_eq_single` once to each sum.

Three factors of $R$ occur in the law, so $(-R)\cdot d=-(R\cdot d)$, which is `transform_neg`. Invariance under $-R$ therefore means $R\cdot d=-d$. Both classes are covered by the condition $R\cdot d=\sigma d$ for the two rotations, with $\sigma=1$ for 432 and $\sigma=-1$ for $\bar43m$.

## The twofold axes remove repeated indices

In components the condition reads $s_is_js_k\,d_{p(i)p(j)p(k)}=\sigma d_{ijk}$. Using it a second time, at the indices $p(i),p(j),p(k)$, and noting that $p(p(i))=i$ and $\sigma^2=1$, we get

$$d_{ijk}=t_it_jt_k\,d_{ijk},\qquad t_i=s_is_{p(i)}.$$

This is `component_twice`, where `linear_combination` combines the two relations with $\sigma^2=1$.

For `rotX`, $t=(1,-1,-1)$, so a nonzero component must contain the indices 1 and 2 an even number of times in total. For `rotZ`, $t=(-1,-1,1)$, so the same holds for 0 and 1. Since there are three indices altogether, 0 and 2 each occur an odd number of times, and then so does 1. Each index occurs exactly once, and every component with a repeated index is zero. In `cubic_components` this is a case split over all index triples: whenever an index is repeated, at least one of the two rotations gives $d_{ijk}=-d_{ijk}$.

## One number fixes all six remaining components

When the three indices differ, $s_is_js_k=s_0s_1s_2=-1$ for both rotations. The condition becomes $-d_{p(i)p(j)p(k)}=\sigma d_{ijk}$, and multiplying by $\sigma$ gives

$$d_{ijk}=-\sigma\,d_{p(i)p(j)p(k)}.$$

The local step `flip` does this rearrangement. Applied to the five remaining components, it yields

$$d_{021}=d_{102}=d_{210}=-\sigma d_{012},\qquad d_{120}=d_{201}=d_{012}.$$

With $\sigma=1$ this is $d=d_{012}\,\varepsilon$, and with $\sigma=-1$ it is $d_{ijk}=d_{012}|\varepsilon_{ijk}|$. The two equivalence theorems accordingly choose `d 0 1 2` as the coefficient $c$ and compare all components.

For the converses, take distinct indices. Exchanging two axes reverses the sign of $\varepsilon$, so

$$(R\cdot\varepsilon)_{ijk}=-\varepsilon_{p(i)p(j)p(k)}=\varepsilon_{ijk}.$$

The exchange leaves $|\varepsilon|$ unchanged, so $R\cdot|\varepsilon|=-|\varepsilon|$ and $-R$ preserves it. For repeated indices both sides are zero. Lean verifies these identities by components.

## From the tensors to the polarization

In class 432, symmetry in the last two indices requires $c\,\varepsilon_{012}=c\,\varepsilon_{021}$. This says $c=-c$, so $c=0$ and the tensor vanishes. The proof of `piezoelectric_432_eq_zero` uses exactly this pair of components.

In class $\bar43m$, only two terms remain in each component of the polarization. For the first,

$$P_0=d_{012}S_{12}+d_{021}S_{21}=2d_{012}S_{12},$$

because $d_{021}=d_{012}$ and $S_{21}=S_{12}$. The other two components follow in the same way, and `polarization_43m` expands the sums and inserts the symmetry of `S` to obtain all three.
